# Convexity of the screened interaction for positive definite $v$ and negative semidefinite polarizabilities

A material at finite temperature is sampled by a set of nuclear configurations, and each configuration $i$ has its own static electronic polarizability $P_i$. An averaged screened interaction can be computed in two ways: screen in every configuration and average the results, or average the polarizabilities and screen once. The two answers differ in general, and the question is whether the difference has a definite sign.

Let $v$ be the bare Coulomb interaction, written as a real matrix in a finite basis that is the same for all configurations. The Dyson equation $W = v + vPW$ gives

$$W(P) = (1 - vP)^{-1}v .$$

Let the weights satisfy $w_i \ge 0$ and $\sum_i w_i = 1$, and write $\bar P = \sum_i w_i P_i$. If $v$ is positive definite and every $P_i$ is symmetric and negative semidefinite, then

$$\sum_i w_i W(P_i) - W(\bar P) \succeq 0,$$

where $\succeq 0$ means positive semidefinite. For two polarizabilities with equal weights this reads

$$\tfrac12\big(W(P_1)+W(P_2)\big) - W\big(\tfrac12(P_1+P_2)\big) \succeq 0 .$$

As a quadratic form, the interaction obtained by averaging first therefore never exceeds the averaged interaction.

## The sign of the error when a code inverts only once

A code that accumulates $\bar P$ over snapshots or disorder configurations needs one Dyson inversion instead of one per configuration. The bound gives the direction of the resulting error: for every charge distribution with coefficient vector $x$,

$$x^T W(\bar P)\,x \;\le\; \sum_i w_i\, x^T W(P_i)\,x .$$

The diagonal elements of $W(\bar P)$ are thus too small or exact, while individual off-diagonal elements may err either way. In static $GW$-type or Bethe–Salpeter calculations with a fixed real basis, the shortcut overscreens, if it changes anything. The sign of the error in a band gap or an exciton energy does not follow from this, even if all other ingredients are held fixed: a band gap is a difference of energies that each depend on $W$, and the electron–hole attraction acts between two different charge distributions, so it is not a diagonal element of $W$.

If both averages are available, the lowest eigenvalue of their difference is a cheap diagnostic. A value that is negative by more than rounding shows that an assumption is violated or the code has an error. Possible causes include a wrong sign convention, a $v$ that is not positive definite or differs between configurations, wrong weights, and a polarizability that is not negative semidefinite.

## From the Dyson equation to a sum of squares

Set $A_i = v^{-1} - P_i$. For $x \neq 0$,

$$x^T A_i x = x^T v^{-1} x + x^T(-P_i)x > 0,$$

because the first term is positive and the second is nonnegative. So $A_i$ is positive definite and invertible. Factoring out $v$ gives $1 - vP_i = v(v^{-1} - P_i) = vA_i$, hence

$$W_i := W(P_i) = (vA_i)^{-1}v = A_i^{-1}v^{-1}v = A_i^{-1}.$$

The mean $\bar P$ is again symmetric and negative semidefinite, so the same argument applies to it. With $\bar A = v^{-1} - \bar P$ and $M = W(\bar P)$, we have $M = \bar A^{-1}$. Since the weights sum to one, $\bar A = \sum_i w_i A_i$.

Now expand, using $W_iA_i = A_iW_i = 1$:

$$\begin{aligned}
(W_i - M)A_i(W_i - M) &= W_iA_iW_i - W_iA_iM - MA_iW_i + MA_iM \\
&= W_i - 2M + MA_iM .
\end{aligned}$$

The weighted sum of the last term is $M\bar AM = M$, so

$$\sum_i w_i (W_i - M)A_i(W_i - M) = \sum_i w_iW_i - 2M + M = \sum_i w_iW_i - M .$$

This is an exact formula for the difference between the two averages, called the gap from here on (not a band gap). Each $D_i = W_i - M$ is symmetric, so $x^T D_iA_iD_i x = (D_ix)^T A_i (D_ix) \ge 0$. A sum of such terms with nonnegative weights is positive semidefinite, which is the bound.

**Equality.** Let all weights be strictly positive and suppose the gap is zero. Its trace is a sum of nonnegative traces, so each of them vanishes. A positive semidefinite matrix with zero trace is zero, so $D_iA_iD_i = 0$. Then $(D_iy)^TA_i(D_iy) = 0$ for every $y$, which forces $D_iy = 0$ and hence $D_i = 0$. Thus $W_i = M$, their inverses agree, and $P_i = \bar P$. Conversely, if every $P_i$ equals $\bar P$, both averages are $W(\bar P)$.

**One basis function.** Take $v = 1$, $P_1 = 0$ and $P_2 = -1$ with equal weights. Then $W_1 = 1$ and $W_2 = 1/2$, with mean $3/4$, while $W(-1/2) = 2/3$. The gap is $1/12$.

**Positive polarizabilities.** Take $v = 1$, $P_1 = 2$ and $P_2 = 3$. All the inverses exist, with $W_1 = -1$, $W_2 = -1/2$ and $W(5/2) = -2/3$. The gap is $-3/4 + 2/3 = -1/12$. Invertibility of $1 - vP$ at the two points and at their mean is therefore not enough for the bound. The example does not show that negative semidefiniteness is necessary; the derivation uses it only to make $v^{-1} - P_i$ positive definite.

## The inequality and its equality case in Lean

The finite type `n` labels basis functions and the finite type `ι` labels configurations. `screened v P` is $W(P)$. For real matrices, `v.PosDef` means symmetric and positive definite, and `(-P i).PosSemidef` means that $P_i$ is symmetric and negative semidefinite. The symbol `•` multiplies a matrix by a number. The word "stiffness" in the lemma names is a label for $v^{-1} - P$, the inverse screened interaction, and is not a textbook term.

`screening_convex` states the bound for any finite ensemble, and `screening_midpoint` states it for two polarizabilities. `screening_eq_iff` says that, for strictly positive weights, the two averages agree exactly when every `P i` equals the mean. `positive_polarizability_gap` is the example with $P = 2$ and $P = 3$.

```lean
import Mathlib

open Matrix

namespace ScreeningConvexity

noncomputable section

variable {n ι : Type*} [Fintype n] [DecidableEq n] [Fintype ι]

/-- The screened interaction `W(P) = (1 - v P)⁻¹ v` for bare interaction `v` and polarizability `P`;
if `1 - v P` is singular, Lean's matrix inverse is `0` and so is this value. -/
def screened (v P : Matrix n n ℝ) : Matrix n n ℝ := (1 - v * P)⁻¹ * v

/-- For positive definite `v` and negative semidefinite `P`, the matrix `v⁻¹ - P` is
positive definite. -/
theorem stiffness_posDef {v P : Matrix n n ℝ} (hv : v.PosDef) (hP : (-P).PosSemidef) :
    (v⁻¹ - P).PosDef := by
  rw [sub_eq_add_neg]
  exact hv.inv.add_posSemidef hP

/-- Dyson equation in inverse form: for positive definite `v`, the screened interaction is
the matrix inverse of `v⁻¹ - P` whenever `P` is negative semidefinite. -/
theorem screened_mul_stiffness {v P : Matrix n n ℝ} (hv : v.PosDef)
    (hP : (-P).PosSemidef) :
    screened v P = (v⁻¹ - P)⁻¹ ∧ screened v P * (v⁻¹ - P) = 1 := by
  have hdv : IsUnit v.det := hv.det_pos.ne'.isUnit
  have hdA : IsUnit (v⁻¹ - P).det := (stiffness_posDef hv hP).det_pos.ne'.isUnit
  -- factor the bare interaction out of the dielectric matrix
  have hfac : 1 - v * P = v * (v⁻¹ - P) := by
    rw [Matrix.mul_sub, Matrix.mul_nonsing_inv v hdv]
  have hW : screened v P = (v⁻¹ - P)⁻¹ := by
    rw [screened, hfac, Matrix.mul_inv_rev, Matrix.mul_assoc,
      Matrix.nonsing_inv_mul v hdv, Matrix.mul_one]
  exact ⟨hW, by rw [hW, Matrix.nonsing_inv_mul _ hdA]⟩

omit [Fintype n] [DecidableEq n] in
/-- A weighted sum of negative semidefinite polarizabilities with nonnegative weights is
negative semidefinite. -/
theorem mean_nonpos {w : ι → ℝ} {P : ι → Matrix n n ℝ} (hw : ∀ i, 0 ≤ w i)
    (hP : ∀ i, (-P i).PosSemidef) : (-(∑ i, w i • P i)).PosSemidef := by
  have h : -(∑ i, w i • P i) = ∑ i, w i • (-P i) := by
    simp only [smul_neg, Finset.sum_neg_distrib]
  rw [h]
  exact Matrix.posSemidef_sum Finset.univ (fun i _ => (hP i).smul (hw i))

/-- Exact gap formula: for positive definite `v`, negative semidefinite `P i` and nonnegative
weights of sum one, the averaged interaction minus the interaction `M` of the averaged
polarizability is the weighted sum of `(W(P i) - M) (v⁻¹ - P i) (W(P i) - M)`. -/
theorem gap_formula {v : Matrix n n ℝ} {w : ι → ℝ} {P : ι → Matrix n n ℝ}
    (hv : v.PosDef) (hw : ∀ i, 0 ≤ w i) (hw1 : ∑ i, w i = 1)
    (hP : ∀ i, (-P i).PosSemidef) :
    ∑ i, w i • screened v (P i) - screened v (∑ i, w i • P i) =
      ∑ i, w i • ((screened v (P i) - screened v (∑ j, w j • P j)) * (v⁻¹ - P i) *
        (screened v (P i) - screened v (∑ j, w j • P j))) := by
  have hM := (screened_mul_stiffness hv (mean_nonpos hw hP)).2
  generalize screened v (∑ i, w i • P i) = M at hM ⊢
  have hA : ∑ i, w i • (v⁻¹ - P i) = v⁻¹ - ∑ i, w i • P i := by
    simp_rw [smul_sub]
    rw [Finset.sum_sub_distrib, ← Finset.sum_smul, hw1, one_smul]
  have hMsum : ∑ i, w i • M = M := by rw [← Finset.sum_smul, hw1, one_smul]
  have hquad : ∑ i, w i • (M * (v⁻¹ - P i) * M) = M := by
    calc ∑ i, w i • (M * (v⁻¹ - P i) * M)
        = M * (∑ i, w i • (v⁻¹ - P i)) * M := by
          simp only [Finset.mul_sum, Finset.sum_mul, Matrix.mul_smul, Matrix.smul_mul]
      _ = M := by rw [hA, hM, Matrix.one_mul]
  -- expand each square using that `W(P i)` inverts `v⁻¹ - P i`
  have hterm : ∀ i, w i • ((screened v (P i) - M) * (v⁻¹ - P i) * (screened v (P i) - M)) =
      w i • screened v (P i) - w i • M - w i • M + w i • (M * (v⁻¹ - P i) * M) := by
    intro i
    have h1 := (screened_mul_stiffness hv (hP i)).2
    have h2 := mul_eq_one_comm.mp h1
    have h3 : (screened v (P i) - M) * (v⁻¹ - P i) * (screened v (P i) - M) =
        screened v (P i) - M - M + M * (v⁻¹ - P i) * M := by
      rw [Matrix.sub_mul, h1, Matrix.sub_mul, Matrix.one_mul, Matrix.mul_sub,
        Matrix.mul_assoc M _ (screened v (P i)), h2, Matrix.mul_one]
      abel
    rw [h3]
    module
  rw [Finset.sum_congr rfl (fun i _ => hterm i), Finset.sum_add_distrib,
    Finset.sum_sub_distrib, Finset.sum_sub_distrib, hMsum, hquad]
  abel

/-- For positive definite `v` and negative semidefinite `P`, `Q`, the matrix
`(W(P) - W(Q)) (v⁻¹ - P) (W(P) - W(Q))` is positive semidefinite, and it vanishes only
if `P = Q`. -/
theorem gap_term {v P Q : Matrix n n ℝ} (hv : v.PosDef) (hP : (-P).PosSemidef)
    (hQ : (-Q).PosSemidef) :
    ((screened v P - screened v Q) * (v⁻¹ - P) * (screened v P - screened v Q)).PosSemidef ∧
    ((screened v P - screened v Q) * (v⁻¹ - P) * (screened v P - screened v Q) = 0 →
      P = Q) := by
  have hA := stiffness_posDef hv hP
  obtain ⟨eP, iP⟩ := screened_mul_stiffness hv hP
  obtain ⟨eQ, iQ⟩ := screened_mul_stiffness hv hQ
  have hD : (screened v P - screened v Q)ᴴ = screened v P - screened v Q := by
    rw [Matrix.conjTranspose_sub, eP, eQ, hA.inv.isHermitian.eq,
      (stiffness_posDef hv hQ).inv.isHermitian.eq]
  constructor
  · have h := hA.posSemidef.conjTranspose_mul_mul_same (screened v P - screened v Q)
    rwa [hD] at h
  · intro h0
    -- a positive definite form vanishes only on the zero vector
    have hz : ∀ y, (screened v P - screened v Q) *ᵥ y = 0 := by
      intro y
      by_contra hy
      have hpos := hA.dotProduct_mulVec_pos hy
      rw [Matrix.star_mulVec, hD, ← Matrix.dotProduct_mulVec, Matrix.mulVec_mulVec,
        Matrix.mulVec_mulVec, h0, Matrix.zero_mulVec,
        dotProduct_zero] at hpos
      exact lt_irrefl _ hpos
    have hD0 : screened v P - screened v Q = 0 := by
      ext i j
      have h := congrFun (hz (Pi.single j 1)) i
      simpa using h
    rw [← sub_eq_zero.mp hD0] at iQ
    exact sub_right_inj.mp (left_inv_eq_right_inv (mul_eq_one_comm.mp iP) iQ)

/-- Convexity of screening: for positive definite `v`, negative semidefinite `P i` and
nonnegative weights of sum one, the averaged screened interaction minus the screened
interaction of the averaged polarizability is positive semidefinite. -/
theorem screening_convex {v : Matrix n n ℝ} {w : ι → ℝ} {P : ι → Matrix n n ℝ}
    (hv : v.PosDef) (hw : ∀ i, 0 ≤ w i) (hw1 : ∑ i, w i = 1)
    (hP : ∀ i, (-P i).PosSemidef) :
    (∑ i, w i • screened v (P i) - screened v (∑ i, w i • P i)).PosSemidef := by
  rw [gap_formula hv hw hw1 hP]
  exact Matrix.posSemidef_sum Finset.univ
    (fun i _ => (gap_term hv (hP i) (mean_nonpos hw hP)).1.smul (hw i))

/-- Two polarizabilities: for positive definite `v` and negative semidefinite `P₁`, `P₂`,
`(W(P₁) + W(P₂))/2 - W((P₁ + P₂)/2)` is positive semidefinite. -/
theorem screening_midpoint {v P₁ P₂ : Matrix n n ℝ} (hv : v.PosDef)
    (h₁ : (-P₁).PosSemidef) (h₂ : (-P₂).PosSemidef) :
    ((1 / 2 : ℝ) • (screened v P₁ + screened v P₂) -
      screened v ((1 / 2 : ℝ) • (P₁ + P₂))).PosSemidef := by
  have h := screening_convex (w := fun _ : Fin 2 => (1 / 2 : ℝ)) (P := ![P₁, P₂]) hv
    (fun _ => by norm_num) (by norm_num [Fin.sum_univ_two])
    (Fin.forall_fin_two.mpr ⟨h₁, h₂⟩)
  rw [Fin.sum_univ_two, Fin.sum_univ_two, ← smul_add, ← smul_add] at h
  exact h

/-- Equality case: for positive definite `v`, negative semidefinite `P i` and strictly positive
weights of sum one, averaging before and after the Dyson inversion agree exactly when every
`P i` equals the mean polarizability. -/
theorem screening_eq_iff {v : Matrix n n ℝ} {w : ι → ℝ} {P : ι → Matrix n n ℝ}
    (hv : v.PosDef) (hw : ∀ i, 0 < w i) (hw1 : ∑ i, w i = 1)
    (hP : ∀ i, (-P i).PosSemidef) :
    ∑ i, w i • screened v (P i) = screened v (∑ i, w i • P i) ↔
      ∀ i, P i = ∑ j, w j • P j := by
  have hw0 : ∀ i, 0 ≤ w i := fun i => (hw i).le
  constructor
  · intro h i
    have hg := gap_formula hv hw0 hw1 hP
    rw [sub_eq_zero.mpr h] at hg
    have hT := fun k => gap_term hv (hP k) (mean_nonpos hw0 hP)
    -- nonnegative traces that sum to zero all vanish
    have htr := congrArg Matrix.trace hg.symm
    rw [Matrix.trace_sum, Matrix.trace_zero] at htr
    have hi := (Finset.sum_eq_zero_iff_of_nonneg
      (fun k _ => ((hT k).1.smul (hw0 k)).trace_nonneg)).mp htr i (Finset.mem_univ i)
    have hz := ((hT i).1.smul (hw0 i)).trace_eq_zero_iff.mp hi
    exact (hT i).2 ((smul_eq_zero.mp hz).resolve_left (hw i).ne')
  · intro h
    calc ∑ i, w i • screened v (P i)
        = ∑ i, w i • screened v (∑ j, w j • P j) :=
          Finset.sum_congr rfl (fun i _ => congrArg (fun Q => w i • screened v Q) (h i))
      _ = screened v (∑ j, w j • P j) := by rw [← Finset.sum_smul, hw1, one_smul]

/-- In one dimension with `v = 1`, the positive polarizabilities `2` and `3` give the
midpoint gap `-1/12`. -/
theorem positive_polarizability_gap :
    (1 / 2 : ℝ) • (screened !![(1 : ℝ)] !![2] + screened !![1] !![3]) -
      screened !![1] ((1 / 2 : ℝ) • (!![2] + !![3])) = !![-1 / 12] := by
  have hs : ∀ p : ℝ, 1 - p ≠ 0 → screened !![(1 : ℝ)] !![p] = !![(1 - p)⁻¹] := by
    intro p hp
    have hinv : (1 - !![(1 : ℝ)] * !![p])⁻¹ = !![(1 - p)⁻¹] := by
      apply Matrix.inv_eq_right_inv
      ext i j
      fin_cases i
      fin_cases j
      simp [Matrix.mul_apply, hp]
    rw [screened, hinv]
    ext i j
    fin_cases i
    fin_cases j
    simp [Matrix.mul_apply]
  have hm : (1 / 2 : ℝ) • (!![(2 : ℝ)] + !![3]) = !![5 / 2] := by
    ext i j
    fin_cases i
    fin_cases j
    norm_num
  rw [hm, hs 2 (by norm_num), hs 3 (by norm_num), hs (5 / 2) (by norm_num)]
  ext i j
  fin_cases i
  fin_cases j
  norm_num

end

end ScreeningConvexity
```

```lean
#print axioms ScreeningConvexity.screening_convex
-- 'ScreeningConvexity.screening_convex' depends on axioms: [propext, Classical.choice, Quot.sound]
#print axioms ScreeningConvexity.screening_midpoint
-- 'ScreeningConvexity.screening_midpoint' depends on axioms: [propext, Classical.choice, Quot.sound]
#print axioms ScreeningConvexity.screening_eq_iff
-- 'ScreeningConvexity.screening_eq_iff' depends on axioms: [propext, Classical.choice, Quot.sound]
#print axioms ScreeningConvexity.positive_polarizability_gap
-- 'ScreeningConvexity.positive_polarizability_gap' depends on axioms: [propext, Classical.choice, Quot.sound]
```

The lemmas follow the derivation in order:

- `stiffness_posDef` adds the positive definite $v^{-1}$ to the positive semidefinite $-P$.
- `screened_mul_stiffness` factors the dielectric matrix in `hfac` and obtains $W = (v^{-1} - P)^{-1}$. It also proves that the product of the two is the identity. This matters because Lean assigns a value even to the inverse of a singular matrix.
- `mean_nonpos` shows that $\bar P$ satisfies the same sign condition as its members.
- `gap_formula` is the exact identity. The `generalize` step replaces $W(\bar P)$ by a symbol `M`, about which only $M\bar A = 1$ is retained. Then `hterm` expands one weighted square, `hquad` evaluates $\sum_i w_i MA_iM = M$, and the final lines add up the terms.
- `gap_term` treats a single square. The symmetry of $D$ is `hD`, and a Mathlib lemma on congruences gives positivity. For the converse, `hz` shows that $D$ annihilates every vector, and uniqueness of inverses then gives $P = Q$.

`screening_convex` rewrites the gap with `gap_formula` and sums the positive terms. `screening_midpoint` applies it to a two-member ensemble with weights $1/2$. In `screening_eq_iff`, the forward direction is the trace argument, and the reverse direction substitutes the common polarizability. The numerical example is reduced to scalar inverses by `hs` and then evaluated.

## What the matrix hypotheses mean for a simulation

The inequality, the gap formula and the equality condition hold for every finite basis size and every finite ensemble, with no assumption that screening is weak or that the matrices commute. They concern real numbers, so a computed gap can have slightly negative eigenvalues from rounding, especially when $v$ is ill-conditioned.

Both sign conditions are assumed, and each stands for a piece of physics. Positive definiteness of $v$ says that every nonzero coefficient vector describes a charge distribution with positive electrostatic self-energy; linearly dependent basis functions violate it, because some nonzero coefficient vector then describes no charge at all. For independent electrons, negative semidefiniteness of $P$ says that a static perturbing potential cannot raise their energy at second order. For interacting electrons that energy is governed by the full response $(1-Pv)^{-1}P$ instead, so the sign of $P$ is a separate assumption. The static independent-particle response of a gapped system with real orbitals and the lowest levels filled has this property, because every transition contributes with a negative sign. At real frequencies above the first transition the sign can fail.

The matrices are real, so complex Hermitian polarizabilities at a general wave vector would need a separate statement. The same $v$ must also serve all configurations. This is natural for a fixed grid or for plane waves in a fixed cell, but not for atom-centred functions that move with the nuclei. At zero wave vector, combining the plane waves into real cosines and sines makes the static matrices real, and leaving out the constant function, whose bare Coulomb element diverges, keeps $v$ positive definite; setting that element to zero instead would make $v$ singular.

Basis truncation is one of the steps from this model to a material that the theorems do not cover: they compare finite matrices and give no estimate of how far these lie from the screened interaction in the complete space. Nor do they address the error of a finite sample of configurations, the static approximation, or the approximation used for $P$.
